# A lower bound on the energy after a change of lattice potential, when the density response is bounded

On a finite lattice of `L` sites, let the energy E be a real function of the potential whose gradient at every potential v is the density ρ(v), and let ‖ρ(v) − ρ(w)‖ ≤ M‖v − w‖ for all v and w. The lemma says that changing the potential from v to v + d gives an energy of at least E(v) + ⟨ρ(v), d⟩ − M‖d‖²/2, which is the first-order prediction less a quadratic error term. No Hamiltonian appears, and nothing is assumed about interactions, particle number or the concavity of E. The proof follows the energy along the segment v + td, subtracts the linear and quadratic terms of the bound, shows that the resulting function of t has a non-negative derivative inside [0, 1], and compares its values at the two ends.

An attempt in Lean 4 with a fault in it:

```lean
import Mathlib

open scoped InnerProductSpace

namespace LatticeDensityInversion

noncomputable section

/-- Real functions on a lattice of `L` sites, used for potentials and for densities. -/
abbrev Field (L : ℕ) := EuclideanSpace ℝ (Fin L)

variable {L : ℕ}

/-- The density map `ρ` is the gradient of the energy `E` with respect to the potential. -/
def IsDensityOf (E : Field L → ℝ) (ρ : Field L → Field L) : Prop :=
  ∀ v, HasGradientAt E (ρ v) v

/-- The density responds to a change of potential with a strength of at most `M`. -/
def ResponseBound (M : ℝ) (ρ : Field L → Field L) : Prop :=
  ∀ v w, ‖ρ v - ρ w‖ ≤ M * ‖v - w‖

/-- Changing the potential by `d` gives an energy no lower than the linear response
prediction minus `M‖d‖²/2`. -/
theorem energy_lower_bound {E : Field L → ℝ} {ρ : Field L → Field L} {M : ℝ}
    (hE : IsDensityOf E ρ) (hρ : ResponseBound M ρ) (v d : Field L) :
    E v + ⟪ρ v, d⟫_ℝ - M / 2 * ‖d‖ ^ 2 ≤ E (v + d) := by
  -- the energy along the segment, with the claimed lower bound subtracted
  let g : ℝ → ℝ := fun t =>
    E (v + t • d) - t * ⟪ρ v, d⟫_ℝ + M / 2 * ‖d‖ ^ 2 * (t * t)
  have hg : ∀ t : ℝ, HasDerivAt g
      (⟪ρ (v + t • d), d⟫_ℝ - ⟪ρ v, d⟫_ℝ + M * ‖d‖ ^ 2 * t) t := by
    intro t
    have hline : HasDerivAt (fun s : ℝ => v + s • d) d t := by
      simpa using ((hasDerivAt_id' t).smul_const d).const_add v
    have h1 : HasDerivAt (fun s : ℝ => E (v + s • d)) (⟪ρ (v + t • d), d⟫_ℝ) t :=
      (hE (v + t • d)).hasFDerivAt.comp_hasDerivAt t hline
    have h2 := (hasDerivAt_id' t).mul_const (⟪ρ v, d⟫_ℝ)
    have h3 := ((hasDerivAt_id' t).fun_mul (hasDerivAt_id' t)).const_mul (M / 2 * ‖d‖ ^ 2)
    exact ((h1.fun_sub h2).fun_add h3).congr_deriv (by ring)
  have hmono : MonotoneOn g (Set.Icc 0 1) := by
    apply monotoneOn_of_deriv_nonneg (convex_Icc 0 1)
    · exact fun t _ => (hg t).continuousAt.continuousWithinAt
    · exact fun t _ => (hg t).differentiableAt.differentiableWithinAt
    · intro t ht
      rw [interior_Icc] at ht
      rw [(hg t).deriv]
      -- the response bound controls the change of the slope
      have h1 := hρ (v + t • d) v
      rw [add_sub_cancel_left, norm_smul, Real.norm_eq_abs, abs_of_pos ht.1] at h1
      have h2 := (abs_le.mp (abs_real_inner_le_norm (ρ (v + t • d) - ρ v) d)).1
      rw [inner_sub_left] at h2
      have h3 := mul_le_mul_of_nonneg_right h1 (norm_nonneg d)
      nlinarith [h2, h3]
  have h01 := hmono (Set.left_mem_Icc.mpr zero_le_one) (Set.right_mem_Icc.mpr zero_le_one)
    zero_le_one
  simp only [g, zero_smul, one_smul, add_zero, zero_mul, mul_zero, sub_zero, one_mul,
    mul_one] at h01
  linarith

end

end LatticeDensityInversion
```

The error:

```
Main.lean:36:6: error: Type mismatch
  HasFDerivAt.comp_hasDerivAt t ?m.287 hline
has type
  HasDerivAt (?m.285 ∘ fun s => v + s • d) (?m.286 d) t
but is expected to have type
  HasDerivAt (fun s => E (v + s • d)) (⟪ρ (v + t • d), d⟫_ℝ) t
```

Lean accepts the file once it reads:

```diff
@@ -25,5 +25,5 @@
     (hE : IsDensityOf E ρ) (hρ : ResponseBound M ρ) (v d : Field L) :
     E v + ⟪ρ v, d⟫_ℝ - M / 2 * ‖d‖ ^ 2 ≤ E (v + d) := by
-  -- the energy along the segment, with the claimed lower bound subtracted
+  -- the energy along the segment, minus the linear and quadratic terms of the claimed bound
   let g : ℝ → ℝ := fun t =>
     E (v + t • d) - t * ⟪ρ v, d⟫_ℝ + M / 2 * ‖d‖ ^ 2 * (t * t)
@@ -33,6 +33,10 @@
     have hline : HasDerivAt (fun s : ℝ => v + s • d) d t := by
       simpa using ((hasDerivAt_id' t).smul_const d).const_add v
+    have hd : ∀ x : Field L, InnerProductSpace.toDual ℝ (Field L) x d = ⟪x, d⟫_ℝ :=
+      fun _ => by rfl
+    have hf := (hE (v + t • d)).hasFDerivAt
+    have hc := hf.comp_hasDerivAt t hline
     have h1 : HasDerivAt (fun s : ℝ => E (v + s • d)) (⟪ρ (v + t • d), d⟫_ℝ) t :=
-      (hE (v + t • d)).hasFDerivAt.comp_hasDerivAt t hline
+      hc.congr_deriv (hd _)
     have h2 := (hasDerivAt_id' t).mul_const (⟪ρ v, d⟫_ℝ)
     have h3 := ((hasDerivAt_id' t).fun_mul (hasDerivAt_id' t)).const_mul (M / 2 * ‖d‖ ^ 2)
```

What went wrong. The error is in `h1`, the chain rule for the energy along the segment. Lean compared the result of `HasFDerivAt.comp_hasDerivAt` with the stated type while the argument `(hE (v + t • d)).hasFDerivAt` was still the unknown `?m.287`. The outer function `?m.285` and its derivative `?m.286` were therefore unknown too, and Lean could not match `?m.286 d`, a linear map applied to `d`, and the composition with `?m.285` to the inner product and the function in the statement.

The repair builds `hf` and `hc` first, with no stated type to match, so the function is known to be `E` and the derivative to be `InnerProductSpace.toDual` of the density, applied to `d`. The new fact `hd` says that this value is the inner product, which holds by `rfl`, and `congr_deriv` uses it to put the derivative in the form `h1` states. The composition in `hc` agrees with the function in `h1` by definition.

The reworded comment above `g` is mere tidying: `g` leaves out the constant term `E v` of the bound.
